# Total oscillator strength from A − B and the dipole vectors, for a complete set of linear-response solutions

Let $A$ and $B$ be the real $N\times N$ response matrices of a molecule in a finite basis of single excitations, as in RPA or adiabatic TDDFT with real orbitals. Solution $k$ has energy $w_k$, excitation amplitudes $X_k$ and de-excitation amplitudes $Y_k$. Write $u_k=X_k+Y_k$ and $v_k=X_k-Y_k$. The vector $d$ holds the dipole matrix elements of the single excitations along one direction, so $d\cdot u_k$ is a transition dipole; for spin-adapted singlets, $d$ absorbs the factor $\sqrt2$. The problem is to find the total oscillator strength without computing the excited states.

In Lean, the finite type `n` labels both the single excitations and the solutions, which fixes the number of solutions at $N$. `*ᵥ` is matrix times vector and `⬝ᵥ` is the dot product.

```lean
import Mathlib

open Matrix

namespace ResponseSumRules

noncomputable section

variable {n : Type*} [Fintype n] [DecidableEq n]
```

The solutions satisfy

$$(A+B)u_k=w_kv_k,\qquad (A-B)v_k=w_ku_k,\qquad u_m\cdot v_k=\delta_{mk}.$$

For $m=k$ the last condition is the usual normalisation $X_k\cdot X_k-Y_k\cdot Y_k=1$. The energies need not be positive.

That a molecule supplies such a complete real set is assumed. For symmetric $A$ and $B$ it does so when $A+B$ and $A-B$ are positive definite, which physically means a stable reference state.

```lean
/-- A full set of solutions of the linear-response equations with matrices `A` and `B`:
excitation energies `w k`, sum vectors `u k = X + Y` and difference vectors `v k = X - Y`,
normalised so that `u` and `v` are biorthonormal. -/
structure ResponseSolution (A B : Matrix n n ℝ) (w : n → ℝ) (u v : n → n → ℝ) : Prop where
  plus : ∀ k, (A + B) *ᵥ u k = w k • v k
  minus : ∀ k, (A - B) *ᵥ v k = w k • u k
  biorth : ∀ m k, u m ⬝ᵥ v k = if m = k then 1 else 0
```

With three Cartesian dipole vectors $\mu_a$, the oscillator strength in atomic units is $f_k=\tfrac23 w_k\sum_a(\mu_a\cdot u_k)^2$.

```lean
/-- The oscillator strength, in atomic units, of an excitation with energy `w` and sum
vector `u`, for the three Cartesian dipole vectors `μ`. -/
def oscillatorStrength (μ : Fin 3 → n → ℝ) (w : ℝ) (u : n → ℝ) : ℝ :=
  2 / 3 * w * ∑ a, (μ a ⬝ᵥ u) ^ 2
```

## Expanding A − B in the solutions

Two linearity rules are needed, for coefficients $c_k$ and vectors $f_k$ (here not oscillator strengths). The first is $M\sum_k c_kf_k=\sum_k c_kMf_k$.

```lean
omit [DecidableEq n] in
/-- A matrix acts on a superposition term by term. -/
theorem mulVec_superposition (M : Matrix n n ℝ) (c : n → ℝ) (f : n → n → ℝ) :
    M *ᵥ (∑ k, c k • f k) = ∑ k, c k • (M *ᵥ f k) := by
  have h := map_sum M.mulVecLin (fun k => c k • f k) Finset.univ
  simp only [Matrix.mulVecLin_apply, Matrix.mulVec_smul] at h
  exact h
```

The second is $d\cdot\sum_k c_kf_k=\sum_k c_k\,(d\cdot f_k)$.

```lean
omit [DecidableEq n] in
/-- The overlap with a superposition is the superposition of the overlaps. -/
theorem dotProduct_superposition (d c : n → ℝ) (f : n → n → ℝ) :
    d ⬝ᵥ (∑ k, c k • f k) = ∑ k, c k * (d ⬝ᵥ f k) := by
  simp only [dotProduct, Finset.sum_apply, Pi.smul_apply, smul_eq_mul, Finset.mul_sum]
  rw [Finset.sum_comm]
  refine Finset.sum_congr rfl fun k _ => Finset.sum_congr rfl fun i _ => ?_
  ring
```

Put the $u_k$ in the rows of $U$ and the $v_k$ in the rows of $V$. Biorthonormality says $UV^T=1$. Both matrices are square, so $V^TU=1$ as well (`mul_eq_one_comm`), and applying this to any vector $x$ gives

$$x=\sum_k(u_k\cdot x)\,v_k.$$

```lean
variable {A B : Matrix n n ℝ} {w : n → ℝ} {u v : n → n → ℝ}

/-- Completeness: every vector is expanded in the difference vectors, with its overlaps with
the sum vectors as coefficients. -/
theorem ResponseSolution.completeness (h : ResponseSolution A B w u v) (x : n → ℝ) :
    ∑ k, (u k ⬝ᵥ x) • v k = x := by
  have h1 : Matrix.of u * (Matrix.of v)ᵀ = 1 := by
    ext i j
    rw [Matrix.one_apply]
    exact h.biorth i j
  -- for square matrices a right inverse is also a left inverse
  have h2 : (Matrix.of v)ᵀ * Matrix.of u = 1 := mul_eq_one_comm.mp h1
  calc ∑ k, (u k ⬝ᵥ x) • v k = (Matrix.of v)ᵀ *ᵥ (Matrix.of u *ᵥ x) := by
        ext i
        simp only [Finset.sum_apply, Pi.smul_apply, smul_eq_mul]
        exact Finset.sum_congr rfl fun k _ => mul_comm _ _
    _ = x := by rw [Matrix.mulVec_mulVec, h2, Matrix.one_mulVec]
```

Acting with $A-B$ and using $(A-B)v_k=w_ku_k$ gives

$$(A-B)x=\sum_k w_k(u_k\cdot x)\,u_k.$$

```lean
/-- The matrix `A - B` is resolved into the sum vectors, weighted by the excitation
energies. -/
theorem ResponseSolution.minus_expansion (h : ResponseSolution A B w u v) (x : n → ℝ) :
    (A - B) *ᵥ x = ∑ k, ((u k ⬝ᵥ x) * w k) • u k := by
  conv_lhs => rw [← h.completeness x]
  rw [mulVec_superposition]
  refine Finset.sum_congr rfl fun k _ => ?_
  rw [h.minus, smul_smul]
```

## Energy moments and the sum rule

The two response equations combine to

$$(A-B)(A+B)u_k=w_k(A-B)v_k=w_k^2u_k.$$

By induction, the $p$-th power multiplies $u_k$ by $w_k^{2p}$.

```lean
/-- Each application of `(A - B)(A + B)` to a sum vector multiplies it by the squared
excitation energy. -/
theorem ResponseSolution.pow_mulVec (h : ResponseSolution A B w u v) (p : ℕ) (k : n) :
    ((A - B) * (A + B)) ^ p *ᵥ u k = w k ^ (2 * p) • u k := by
  have hM : ((A - B) * (A + B)) *ᵥ u k = (w k * w k) • u k := by
    rw [← Matrix.mulVec_mulVec, h.plus, Matrix.mulVec_smul, h.minus, smul_smul]
  induction p with
  | zero => simp
  | succ p ih =>
    rw [pow_succ, ← Matrix.mulVec_mulVec, hM, Matrix.mulVec_smul, ih, smul_smul]
    congr 1
    ring
```

Apply this power to the expansion of $(A-B)d$, then take the dot product with $d$:

$$\sum_k w_k^{2p+1}(d\cdot u_k)^2=d\cdot[(A-B)(A+B)]^p(A-B)d.$$

```lean
/-- Every positive odd energy moment of the dipole spectrum is the quadratic form of a product of
the response matrices, evaluated at the dipole vector `d`. -/
theorem ResponseSolution.odd_moment (h : ResponseSolution A B w u v) (d : n → ℝ) (p : ℕ) :
    ∑ k, w k ^ (2 * p + 1) * (d ⬝ᵥ u k) ^ 2 =
      d ⬝ᵥ ((((A - B) * (A + B)) ^ p * (A - B)) *ᵥ d) := by
  rw [← Matrix.mulVec_mulVec, h.minus_expansion, mulVec_superposition,
    dotProduct_superposition]
  refine Finset.sum_congr rfl fun k _ => ?_
  rw [h.pow_mulVec, dotProduct_smul, dotProduct_comm (u k) d, smul_eq_mul]
  ring
```

Setting $p=0$ gives

$$\sum_k w_k(d\cdot u_k)^2=d\cdot(A-B)d.$$

The normalisation matters. For $N=1$, take $A=1$, $B=0$, $w=1$ and $u=v=2$. Both response equations hold, but for $d=1$ the left side is 4 and the right side is 1.

```lean
/-- The energy-weighted sum of squared transition dipoles equals the quadratic form of `A - B`
evaluated at the dipole vector. -/
theorem ResponseSolution.sum_rule (h : ResponseSolution A B w u v) (d : n → ℝ) :
    ∑ k, w k * (d ⬝ᵥ u k) ^ 2 = d ⬝ᵥ ((A - B) *ᵥ d) := by
  have h0 := h.odd_moment d 0
  rwa [mul_zero, zero_add, pow_zero, one_mul,
    Finset.sum_congr rfl fun k _ => by rw [pow_one]] at h0
```

Summing over the three directions and multiplying by $\tfrac23$ gives

$$\sum_k f_k=\tfrac23\sum_a\mu_a\cdot(A-B)\mu_a.$$

In a calculation this takes one product of $A-B$ with a dipole vector per direction. For an LDA or GGA functional, $A-B$ is diagonal and holds the energy differences between virtual and occupied orbitals, so each product is a single pass over the orbital pairs. The value belongs to the chosen basis and response matrices; equating it to the number of electrons, as the Thomas–Reiche–Kuhn rule does, takes further conditions such as a complete basis.

```lean
/-- The total oscillator strength of all excitations is two thirds of the sum, over the three
Cartesian directions, of the quadratic form of `A - B` evaluated at the dipole vectors. -/
theorem ResponseSolution.total_oscillatorStrength (h : ResponseSolution A B w u v)
    (μ : Fin 3 → n → ℝ) :
    ∑ k, oscillatorStrength μ (w k) (u k) = 2 / 3 * ∑ a, μ a ⬝ᵥ ((A - B) *ᵥ μ a) := by
  simp only [← h.sum_rule, oscillatorStrength, Finset.mul_sum]
  rw [Finset.sum_comm]
  refine Finset.sum_congr rfl fun a _ => Finset.sum_congr rfl fun k _ => ?_
  ring
```

## Static polarizability without a sum over states

Suppose no $w_k$ vanishes, so that there is no zero-energy mode. For any $x$, the vector $y=\sum_k (u_k\cdot x)\,u_k/w_k$ satisfies

$$(A+B)y=\sum_k(u_k\cdot x)\,v_k=x.$$

Every right-hand side therefore has a solution, which makes the square matrix $A+B$ invertible. Taking $x=d$ and contracting with $2d$ gives the static polarizability along $d$:

$$2\sum_k\frac{(d\cdot u_k)^2}{w_k}=2\,d\cdot(A+B)^{-1}d.$$

In practice one solves the linear system $(A+B)y=d$ for each field direction.

```lean
/-- If no excitation energy vanishes, `A + B` is invertible, and the sum-over-states static
polarizability along `d` follows from its inverse. -/
theorem ResponseSolution.static_polarizability (h : ResponseSolution A B w u v)
    (hw : ∀ k, w k ≠ 0) (d : n → ℝ) :
    IsUnit (A + B) ∧
      2 * ∑ k, (d ⬝ᵥ u k) ^ 2 / w k = 2 * (d ⬝ᵥ ((A + B)⁻¹ *ᵥ d)) := by
  -- the sum over states solves the static response equation
  have key : ∀ x : n → ℝ, (A + B) *ᵥ (∑ k, ((u k ⬝ᵥ x) / w k) • u k) = x := by
    intro x
    rw [mulVec_superposition]
    refine Eq.trans (Finset.sum_congr rfl fun k _ => ?_) (h.completeness x)
    rw [h.plus, smul_smul, div_mul_cancel₀ _ (hw k)]
  have hunit : IsUnit (A + B) :=
    Matrix.mulVec_surjective_iff_isUnit.mp fun x => ⟨_, key x⟩
  have hinv : (A + B)⁻¹ *ᵥ d = ∑ k, ((u k ⬝ᵥ d) / w k) • u k := by
    conv_lhs => rw [← key d]
    rw [Matrix.mulVec_mulVec,
      Matrix.nonsing_inv_mul _ ((Matrix.isUnit_iff_isUnit_det _).mp hunit),
      Matrix.one_mulVec]
  refine ⟨hunit, ?_⟩
  rw [hinv, dotProduct_superposition]
  congr 1
  refine Finset.sum_congr rfl fun k _ => ?_
  rw [dotProduct_comm (u k) d]
  ring
```

## Two coupled excitations

The following matrices have energies 2 and 4 and satisfy all three conditions, checked entry by entry. For $d=(0,1)$ the transition dipoles are $-1$ and $1$, so the weighted sum is $2+4=6$, the lower diagonal element of $A-B$.

```lean
/-- Two coupled excitations with nonzero `B` and excitation energies 2 and 4 that satisfy the
response equations. -/
theorem responseSolution_witness :
    ResponseSolution !![4, 1; 1, 5] !![2, 3; 3, -1] ![2, 4]
      ![![1, -1], ![0, 1]] ![![1, 0], ![1, 1]] where
  plus := by
    intro k
    ext i
    fin_cases k <;> fin_cases i <;>
      norm_num [Matrix.mulVec, dotProduct, Fin.sum_univ_two]
  minus := by
    intro k
    ext i
    fin_cases k <;> fin_cases i <;>
      norm_num [Matrix.mulVec, dotProduct, Fin.sum_univ_two]
  biorth := by
    intro m k
    fin_cases m <;> fin_cases k <;>
      norm_num [dotProduct, Fin.sum_univ_two]

end

end ResponseSumRules
```

```lean
#print axioms ResponseSumRules.ResponseSolution.total_oscillatorStrength
-- 'ResponseSumRules.ResponseSolution.total_oscillatorStrength' depends on axioms: [propext, Classical.choice, Quot.sound]
#print axioms ResponseSumRules.ResponseSolution.static_polarizability
-- 'ResponseSumRules.ResponseSolution.static_polarizability' depends on axioms: [propext, Classical.choice, Quot.sound]
```
